# An exponential well $-Ae^{-z/l}$ at a hard wall with $2Al^2<1$ ($\hbar=m=1$) gives every nonzero state positive energy

## A linear wave function at a wall

Take one electron moving along the surface normal, with $z$ the distance from a hard wall at $z=0$ and units $\hbar=m=1$. It feels the attractive potential $-W(z)$, where the well depth $W$ is continuous and $W\ge 0$ on an interval $[0,L]$ with $L>0$. The simplest real wave function that vanishes at the wall is $f(z)=z$. Its kinetic energy is $T=\int_0^L f'^2/2\,dz=L/2$, and its density obeys $f(z)^2=z\cdot z\le zL=2zT$. The energy gained from the well is therefore at most

$$\int_0^L W f^2\,dz\le 2T\int_0^L zW\,dz=2MT,\qquad M=\int_0^L zW(z)\,dz .$$

If the first moment $M$ is below $1/2$, the gain is smaller than the cost $T$ and the total energy is positive. The wall keeps the density small near $z=0$, and density further out has to be paid for with slope. The bound $f(z)^2\le 2zT$ holds for every continuously differentiable $f$ with $f(0)=0$, so the argument extends to all of them.

## The exponential well and its weakness condition

The model well is $W(z)=Ae^{-z/l}$, with depth $A\ge 0$ at the wall and decay length $l>0$. It stands for a short-ranged or screened attraction to the surface. The condition $2Al^2<1$ reads $A<\hbar^2/(2ml^2)$ in ordinary units: the depth lies below the kinetic energy scale of confinement to a length $l$. The unscreened image potential is a different case, since a depth proportional to $1/z$ is not continuous at the wall and has a first moment that grows linearly with $L$; the energy theorems below do not cover it.

With the energy functional

$$E[f]=\int_0^L\Big(\tfrac12 f'^2-Wf^2\Big)dz ,$$

the main result says that $2Al^2<1$ implies $E[f]>0$ for every continuously differentiable real $f$ on $[0,L]$ with $f(0)=0$ that is not identically zero. The function is not normalised, and the energy per particle $E[f]/N$, with $N=\int_0^L f^2\,dz$, has the same sign. In this one-particle, one-dimensional model on a finite interval, a variational calculation whose trial functions are of this class and whose integrals are exact cannot return a negative energy, whatever the box length. Piecewise linear finite elements have kinks and fall outside the class as stated, although the same density bound holds for them.

## From the density bound to positive energy

The wall gives $f(z)=\int_0^z f'(t)\,dt$. For $z=0$ the density bound reads $0\le 0$. For $0<z\le L$ let $c=f(z)/z$ be the mean slope. From $(f'-c)^2\ge 0$ follows $cf'-c^2/2\le f'^2/2$ at each point, and integrating over $[0,z]$ gives

$$c\,f(z)-\tfrac12 c^2z=\tfrac12 c^2 z\le\int_0^z\tfrac12 f'^2\,dt\le T ,$$

where $T=\int_0^L f'^2/2\,dz$ again, and the last step extends a nonnegative integrand to $[0,L]$. Multiplying by $2z$ yields $f(z)^2=c^2z^2\le 2zT$.

Multiplying this by $W(z)\ge 0$ and integrating gives $\int_0^L Wf^2\,dz\le 2MT$, hence $E[f]\ge(1-2M)T$. If $f(z)\ne 0$ at some point, then $0<f(z)^2\le 2zT$ forces $T>0$, so $2M<1$ implies $E[f]>0$.

For the exponential well, $-Al(z+l)e^{-z/l}$ has derivative $-Ale^{-z/l}+A(z+l)e^{-z/l}=Aze^{-z/l}$, so

$$M=A\big(l^2-l(L+l)e^{-L/l}\big)\le Al^2 ,$$

and $2Al^2<1$ gives $2M<1$ for every $L$.

## Solutions of the Schrödinger equation

Let $f$ also satisfy $-f''/2-Wf=\varepsilon f$ on $(0,L)$ for a real energy $\varepsilon$. Then $f''/2=-(W+\varepsilon)f$, and

$$\Big(\tfrac12 ff'\Big)'=\tfrac12 f'^2+\tfrac12 ff''=\tfrac12 f'^2-Wf^2-\varepsilon f^2 .$$

Integrating over $[0,L]$, the lower limit vanishes because $f(0)=0$, which leaves $E[f]-\varepsilon N=\tfrac12 f(L)f'(L)$. Assume $f(L)f'(L)\le 0$, meaning that the density is not increasing at the outer end; this covers $f(L)=0$, $f'(L)=0$ and matching to a decaying tail. Then $\varepsilon N\ge E[f]$. For a nonzero $f$ and $2M<1$, in particular in the exponential well with $2Al^2<1$, one has $E[f]>0$, and so $\varepsilon>0$. The exponential potential tends to zero far from the wall, so a bound state would have $\varepsilon<0$.

The outer condition cannot be dropped, because positivity of $E[f]$ alone does not exclude negative $\varepsilon$. For $A=0$ and any $\kappa>0$, the function $f=\sinh\kappa z$ vanishes at the wall and solves the equation with $\varepsilon=-\kappa^2/2<0$, while $E[f]>0$. The difference is carried by the boundary term $\tfrac12\kappa\sinh\kappa L\cosh\kappa L>0$.

The wall is needed as well. The constant $f=1$ has no kinetic energy, and $E[f]=-\int_0^L Ae^{-z/l}dz<0$ for every $A>0$.

## Numbers for $A=0.4$, $l=1$, $L=2$

Here $2Al^2=0.8$ and $e^{-2}\approx 0.1353$, so $M=0.4\,(1-3e^{-2})\approx 0.2376$ and $1-2M\approx 0.525$. For $f(z)=z$ one has $T=1$ and $\int_0^2 z^2e^{-z}dz=2-10e^{-2}\approx 0.6466$, so $E\approx 1-0.2587=0.741$, above the bound $0.525$. With $N=8/3$ the normalised energy is $0.278$ and the normalised bound is $0.197$. For $f=1$, $E=-0.4\,(1-e^{-2})\approx-0.346$ and $N=2$, a normalised energy of $-0.173$.

## The objects and theorems in Lean

A trial function is a pair `f f' : ℝ → ℝ`, and `WallState L f f'` collects four conditions: both functions are continuous on `Icc 0 L`, the closed interval; `f'` is the derivative of `f` on `Ioo 0 L`, the open interval; and `f 0 = 0`. The values of `f'` at the ends are fixed by continuity from inside, and values outside $[0,L]$ play no part. `wallState_witness` shows that $f(z)=z$ qualifies and is nonzero at $L$. The definitions `kinetic`, `energy`, `moment` and `expWell` are $T$, $E$, $M$ and $Ae^{-z/l}$, where `W` is the depth, so that the potential is $-W$.

`energy_expWell_pos` assumes `0 ≤ A`, `0 < l`, `2 * A * l ^ 2 < 1`, a wall state, and `∃ z ∈ Icc 0 L, f z ≠ 0`, and concludes that the energy is positive. It has no hypothesis on $L$, because a point of $[0,L]$ where $f\neq 0$ together with $f(0)=0$ already requires $L>0$. `no_bound_state` adds a function `f''` that is the derivative of `f'` on the open interval, the Schrödinger equation there as `hs`, and the outer condition `hb : f L * f' L ≤ 0`, which is assumed and not derived. Its conclusion is `0 < ε`.

All statements concern real functions on a finite interval, and no operator, spectrum or infinite integral appears. For a square-integrable solution on the half-line one would argue that $f^2$ cannot keep increasing, so that some large enough $L$ satisfies `hb`; that step, the counterexample $\sinh\kappa z$ and the numerical values are ordinary arguments that the Lean theorems do not contain. The condition $2Al^2<1$ is shown to be sufficient, and nothing is said about where binding begins. For $L\to\infty$ the quantity $2M$ becomes the one in the Bargmann bound on the number of s-wave bound states, but the theorems do no counting for $2M\ge 1$.

```lean
import Mathlib

open MeasureTheory Set

namespace HardWallSurfaceWell

noncomputable section

/-- A real wave function `f`, continuously differentiable on `[0, L]` with derivative `f'`,
that vanishes at the hard wall `z = 0`. -/
structure WallState (L : ℝ) (f f' : ℝ → ℝ) : Prop where
  cont : ContinuousOn f (Icc 0 L)
  cont' : ContinuousOn f' (Icc 0 L)
  deriv : ∀ z ∈ Ioo 0 L, HasDerivAt f (f' z) z
  wall : f 0 = 0

/-- Kinetic energy `∫ f'² / 2` over `[0, L]`, in units `ħ = m = 1`. -/
def kinetic (L : ℝ) (f' : ℝ → ℝ) : ℝ := ∫ z in (0:ℝ)..L, f' z ^ 2 / 2

/-- Energy functional `∫ (f'² / 2 - W f²)` over `[0, L]` for the potential `-W`. -/
def energy (W : ℝ → ℝ) (L : ℝ) (f f' : ℝ → ℝ) : ℝ :=
  ∫ z in (0:ℝ)..L, (f' z ^ 2 / 2 - W z * f z ^ 2)

/-- First moment `∫ z W(z)` of the well depth over `[0, L]`. -/
def moment (W : ℝ → ℝ) (L : ℝ) : ℝ := ∫ z in (0:ℝ)..L, z * W z

/-- Depth `A exp(-z / l)` of an exponentially decaying surface well. -/
def expWell (A l z : ℝ) : ℝ := A * Real.exp (-z / l)

variable {L : ℝ} {f f' W : ℝ → ℝ}

/-- The linear function `f(z) = z` is a wall state that does not vanish at `z = L`. -/
theorem wallState_witness (hL : 0 < L) :
    WallState L (fun z => z) (fun _ => 1) ∧ (fun z : ℝ => z) L ≠ 0 :=
  ⟨⟨continuousOn_id, continuousOn_const, fun z _ => hasDerivAt_id' z, rfl⟩, hL.ne'⟩

/-- The density of a wall state at distance `z` from the wall is at most `2 z` times the
kinetic energy. -/
theorem sq_le_kinetic (h : WallState L f f') {z : ℝ} (hz : z ∈ Icc 0 L) :
    f z ^ 2 ≤ 2 * z * kinetic L f' := by
  rcases hz.1.eq_or_lt with h0 | h0
  · rw [← h0]
    simp [h.wall]
  have hsub : Icc 0 z ⊆ Icc 0 L := Icc_subset_Icc_right hz.2
  have hi : IntervalIntegrable f' volume 0 z :=
    (h.cont'.mono hsub).intervalIntegrable_of_Icc hz.1
  -- the wall condition gives f(z) = ∫₀ᶻ f'
  have hftc : ∫ t in (0:ℝ)..z, f' t = f z := by
    rw [intervalIntegral.integral_eq_sub_of_hasDerivAt_of_le hz.1 (h.cont.mono hsub)
      (fun t ht => h.deriv t ⟨ht.1, ht.2.trans_le hz.2⟩) hi, h.wall, sub_zero]
  have hc : ContinuousOn (fun t => f' t ^ 2 / 2) (Icc 0 L) := (h.cont'.pow 2).div_const 2
  obtain ⟨c, hcz⟩ : ∃ c, f z = c * z := ⟨f z / z, by field_simp⟩
  have hconst : IntervalIntegrable (fun _ : ℝ => c ^ 2 / 2) volume 0 z :=
    continuous_const.intervalIntegrable _ _
  -- compare f' with its mean slope c
  have h1 : ∫ t in (0:ℝ)..z, (c * f' t - c ^ 2 / 2) ≤ ∫ t in (0:ℝ)..z, f' t ^ 2 / 2 :=
    intervalIntegral.integral_mono_on hz.1 ((hi.const_mul c).sub hconst)
      ((hc.mono hsub).intervalIntegrable_of_Icc hz.1)
      (fun t _ => by nlinarith [sq_nonneg (f' t - c)])
  have h2 : ∫ t in (0:ℝ)..z, f' t ^ 2 / 2 ≤ kinetic L f' :=
    intervalIntegral.integral_mono_interval le_rfl hz.1 hz.2
      (Filter.Eventually.of_forall fun t => by
        show (0:ℝ) ≤ f' t ^ 2 / 2
        positivity)
      (hc.intervalIntegrable_of_Icc (hz.1.trans hz.2))
  rw [intervalIntegral.integral_sub (hi.const_mul c) hconst,
    intervalIntegral.integral_const_mul, hftc, intervalIntegral.integral_const] at h1
  simp only [sub_zero, smul_eq_mul] at h1
  have h3 := mul_le_mul_of_nonneg_left (h1.trans h2) h0.le
  rw [hcz] at h3 ⊢
  nlinarith [h3]

/-- For a continuous well of depth `W ≥ 0` with first moment `M`, the energy of a wall state is
at least `1 - 2 M` times its kinetic energy. -/
theorem energy_ge (hL : 0 ≤ L) (h : WallState L f f') (hW : ContinuousOn W (Icc 0 L))
    (hW0 : ∀ z ∈ Icc 0 L, 0 ≤ W z) :
    (1 - 2 * moment W L) * kinetic L f' ≤ energy W L f f' := by
  have hc : ContinuousOn (fun t => f' t ^ 2 / 2) (Icc 0 L) := (h.cont'.pow 2).div_const 2
  have hp : ContinuousOn (fun t => W t * f t ^ 2) (Icc 0 L) := hW.mul (h.cont.pow 2)
  have hm : ContinuousOn (fun t => t * W t * (2 * kinetic L f')) (Icc 0 L) :=
    (continuousOn_id.mul hW).mul continuousOn_const
  have he : energy W L f f' = kinetic L f' - ∫ t in (0:ℝ)..L, W t * f t ^ 2 :=
    intervalIntegral.integral_sub (hc.intervalIntegrable_of_Icc hL)
      (hp.intervalIntegrable_of_Icc hL)
  -- insert the density bound in the potential energy
  have h1 : ∫ t in (0:ℝ)..L, W t * f t ^ 2
      ≤ ∫ t in (0:ℝ)..L, t * W t * (2 * kinetic L f') :=
    intervalIntegral.integral_mono_on hL (hp.intervalIntegrable_of_Icc hL)
      (hm.intervalIntegrable_of_Icc hL) (fun t ht => by
        nlinarith [mul_le_mul_of_nonneg_left (sq_le_kinetic h ht) (hW0 t ht)])
  rw [intervalIntegral.integral_mul_const] at h1
  rw [he]
  unfold moment
  nlinarith [h1]

/-- If a continuous well of depth `W ≥ 0` has first moment below `1 / 2`, every nonzero wall
state has positive energy. -/
theorem energy_pos (h : WallState L f f') (hW : ContinuousOn W (Icc 0 L))
    (hW0 : ∀ z ∈ Icc 0 L, 0 ≤ W z) (hM : 2 * moment W L < 1)
    (hf : ∃ z ∈ Icc 0 L, f z ≠ 0) : 0 < energy W L f f' := by
  obtain ⟨z, hz, hfz⟩ := hf
  have hT : 0 < kinetic L f' := by
    by_contra hT
    have h1 := sq_le_kinetic h hz
    have h2 : 0 < f z ^ 2 := by positivity
    nlinarith [mul_nonneg hz.1 (neg_nonneg.mpr (not_lt.mp hT))]
  exact lt_of_lt_of_le (mul_pos (by linarith) hT) (energy_ge (hz.1.trans hz.2) h hW hW0)

/-- The first moment of the exponential well on `[0, L]` is `A (l² - l (L + l) exp(-L / l))`. -/
theorem moment_expWell (A : ℝ) {l : ℝ} (hl : l ≠ 0) (L : ℝ) :
    moment (expWell A l) L = A * (l ^ 2 - l * (L + l) * Real.exp (-L / l)) := by
  have hd : ∀ z ∈ uIcc (0:ℝ) L,
      HasDerivAt (fun z => -(A * l) * ((z + l) * Real.exp (-z / l))) (z * expWell A l z) z := by
    intro z _
    have he := ((hasDerivAt_neg' z).div_const l).exp
    refine ((((hasDerivAt_id' z).add_const l).fun_mul he).const_mul (-(A * l))).congr_deriv ?_
    unfold expWell
    generalize Real.exp (-z / l) = e
    field_simp
    ring
  have hc : Continuous fun z => z * expWell A l z := by
    unfold expWell
    fun_prop
  unfold moment
  rw [intervalIntegral.integral_eq_sub_of_hasDerivAt hd (hc.intervalIntegrable _ _)]
  simp only [neg_zero, zero_div, Real.exp_zero]
  ring

/-- In the well `-A exp(-z / l)` with `2 A l² < 1`, every nonzero wall state on `[0, L]` has
positive energy. -/
theorem energy_expWell_pos {A l : ℝ} (hA : 0 ≤ A) (hl : 0 < l) (hweak : 2 * A * l ^ 2 < 1)
    (h : WallState L f f') (hf : ∃ z ∈ Icc 0 L, f z ≠ 0) :
    0 < energy (expWell A l) L f f' := by
  have hL : 0 ≤ L := by
    obtain ⟨z, hz, -⟩ := hf
    exact hz.1.trans hz.2
  have hc : Continuous (expWell A l) := by
    unfold expWell
    fun_prop
  refine energy_pos h hc.continuousOn (fun z _ => mul_nonneg hA (Real.exp_pos _).le) ?_ hf
  rw [moment_expWell A hl.ne']
  have : 0 ≤ A * (l * (L + l) * Real.exp (-L / l)) := by positivity
  nlinarith [this]

/-- For a wall state solving `-f'' / 2 - W f = ε f`, the energy minus `ε ∫ f²` equals the
boundary term `f(L) f'(L) / 2`. -/
theorem energy_of_solution {f'' : ℝ → ℝ} {ε : ℝ} (hL : 0 ≤ L) (h : WallState L f f')
    (hW : ContinuousOn W (Icc 0 L)) (h2 : ∀ z ∈ Ioo 0 L, HasDerivAt f' (f'' z) z)
    (hs : ∀ z ∈ Ioo 0 L, -f'' z / 2 - W z * f z = ε * f z) :
    energy W L f f' - ε * ∫ z in (0:ℝ)..L, f z ^ 2 = f L * f' L / 2 := by
  have hc : ContinuousOn (fun t => f' t ^ 2 / 2 - W t * f t ^ 2) (Icc 0 L) :=
    ((h.cont'.pow 2).div_const 2).sub (hW.mul (h.cont.pow 2))
  have hn : ContinuousOn (fun t => ε * f t ^ 2) (Icc 0 L) :=
    continuousOn_const.mul (h.cont.pow 2)
  have hg : ContinuousOn (fun t => f t * f' t / 2) (Icc 0 L) := (h.cont.mul h.cont').div_const 2
  -- the Schrödinger equation fixes the derivative of f f' / 2
  have hd : ∀ z ∈ Ioo 0 L, HasDerivAt (fun t => f t * f' t / 2)
      (f' z ^ 2 / 2 - W z * f z ^ 2 - ε * f z ^ 2) z := fun z hz =>
    (((h.deriv z hz).fun_mul (h2 z hz)).div_const 2).congr_deriv
      (by linear_combination (-(f z)) * hs z hz)
  have i1 : IntervalIntegrable _ volume 0 L := hc.intervalIntegrable_of_Icc hL
  have i2 : IntervalIntegrable _ volume 0 L := hn.intervalIntegrable_of_Icc hL
  have key := intervalIntegral.integral_eq_sub_of_hasDerivAt_of_le hL hg hd (i1.sub i2)
  rw [intervalIntegral.integral_sub i1 i2, intervalIntegral.integral_const_mul] at key
  unfold energy
  rw [key]
  simp [h.wall]

/-- In the well `-A exp(-z / l)` with `2 A l² < 1`, a nonzero wall state solving the Schrödinger
equation at energy `ε` with `f(L) f'(L) ≤ 0` has `ε > 0`. -/
theorem no_bound_state {A l ε : ℝ} {f'' : ℝ → ℝ} (hA : 0 ≤ A) (hl : 0 < l)
    (hweak : 2 * A * l ^ 2 < 1) (h : WallState L f f') (hf : ∃ z ∈ Icc 0 L, f z ≠ 0)
    (h2 : ∀ z ∈ Ioo 0 L, HasDerivAt f' (f'' z) z)
    (hs : ∀ z ∈ Ioo 0 L, -f'' z / 2 - expWell A l z * f z = ε * f z)
    (hb : f L * f' L ≤ 0) : 0 < ε := by
  have hpos := energy_expWell_pos hA hl hweak h hf
  obtain ⟨z, hz, -⟩ := hf
  have hL : 0 ≤ L := hz.1.trans hz.2
  have hc : Continuous (expWell A l) := by
    unfold expWell
    fun_prop
  have hid := energy_of_solution hL h hc.continuousOn h2 hs
  have hN : 0 ≤ ∫ z in (0:ℝ)..L, f z ^ 2 :=
    intervalIntegral.integral_nonneg hL fun _ _ => sq_nonneg _
  by_contra hε
  nlinarith [mul_nonneg (neg_nonneg.mpr (not_lt.mp hε)) hN]

/-- The constant function `f = 1`, which does not vanish at `z = 0`, has negative energy in the
exponential well for every strength `A > 0`. -/
theorem energy_const_neg {A : ℝ} (l : ℝ) (hA : 0 < A) (hL : 0 < L) :
    energy (expWell A l) L (fun _ => 1) (fun _ => 0) < 0 := by
  have hc : Continuous (expWell A l) := by
    unfold expWell
    fun_prop
  have hp : 0 < ∫ z in (0:ℝ)..L, expWell A l z :=
    intervalIntegral.intervalIntegral_pos_of_pos_on (hc.intervalIntegrable _ _)
      (fun z _ => mul_pos hA (Real.exp_pos _)) hL
  have he : energy (expWell A l) L (fun _ => 1) (fun _ => 0)
      = -∫ z in (0:ℝ)..L, expWell A l z := by
    simp [energy]
  linarith

end

end HardWallSurfaceWell
```

```lean
#print axioms HardWallSurfaceWell.energy_expWell_pos
-- 'HardWallSurfaceWell.energy_expWell_pos' depends on axioms: [propext, Classical.choice, Quot.sound]
#print axioms HardWallSurfaceWell.no_bound_state
-- 'HardWallSurfaceWell.no_bound_state' depends on axioms: [propext, Classical.choice, Quot.sound]
#print axioms HardWallSurfaceWell.energy_const_neg
-- 'HardWallSurfaceWell.energy_const_neg' depends on axioms: [propext, Classical.choice, Quot.sound]
```

## The density bound and the energy inequality

`sq_le_kinetic` first splits off $z=0$, where the wall condition closes the goal. For $z>0$, `hftc` is the fundamental theorem of calculus $\int_0^z f'=f(z)$ in the version that needs continuity on the closed interval and a derivative only inside. The slope enters as a number `c` with `f z = c * z`. In `h1` the pointwise inequality comes from `sq_nonneg (f' t - c)` and is integrated over $[0,z]$, and `h2` enlarges the range to $[0,L]$. Evaluating the left side of `h1` gives $cf(z)-zc^2/2$, `h3` multiplies the chained inequality by $z$, and substituting $f(z)=cz$ finishes.

`energy_ge` writes the energy as $T-\int Wf^2$ in `he`, and in `h1` bounds the integrand by `t * W t * (2 * kinetic L f')`, which is the density bound times $W(t)\ge 0$. Taking the constant $2T$ out of the integral leaves $M$. `energy_pos` obtains $T>0$ by contradiction, since $T\le 0$ and $z\ge 0$ would make $2zT\le 0<f(z)^2$, and then uses $0<(1-2M)T\le E$.

## The moment and the boundary identity

`moment_expWell` holds for every $l\ne 0$ and every $L$. Its step `hd` differentiates $-Al(z+l)e^{-z/l}$ by the product and chain rules, treats the exponential as one symbol `e`, and matches the result with $zW(z)$ by algebra. `energy_expWell_pos` inserts this value and discards the nonnegative term $Al(L+l)e^{-L/l}$.

In `energy_of_solution`, `hd` differentiates $ff'/2$ by the product rule, and `linear_combination (-(f z)) * hs z hz` is the substitution of the Schrödinger equation multiplied by $-f(z)$. The derivative is thereby expressed through `f`, `f'` and `W` alone, all continuous, so no regularity of `f''` has to be assumed. `key` integrates it, and the wall removes the lower limit. `no_bound_state` combines `hpos`, the identity `hid` and `hN`, which is $N\ge 0$: if $\varepsilon\le 0$, then $E-\varepsilon N>0$, against $f(L)f'(L)/2\le 0$.

`energy_const_neg` reduces the energy of $f=1$ to $-\int_0^L W$ and uses that a positive continuous function has a positive integral when $L>0$. Only positivity of the exponential is needed, so `l` is unrestricted there.
